# Every Hubbard hop splits into parts that change the double occupancy by 0, +1 and −1

Try to remove the hopping from a Hubbard model at large $U$, to first order, by a transformation $e^S He^{-S}$ of the Hamiltonian $H$ with $S$ equal to the hopping divided by $U$, and the removal fails. A hop may raise the number of doubly occupied sites by one, lower it by one, or leave it unchanged, so its interaction-energy change is $+U$, $-U$ or $0$. One denominator gives one part the wrong sign, and the last part has no denominator at all. A Schrieffer–Wolff transformation therefore treats the three parts differently. The splitting into these parts is proved here for a finite lattice with one orbital per site.

In Lean 4 with Mathlib:

```lean
import Mathlib

open Finset

namespace HubbardHopSplitting

noncomputable section
```

This loads the Mathlib library and opens a namespace.

```lean
/-- Canonical anticommutation relations for annihilators `c` and creators `cd`
labelled by modes. -/
structure CAR {M A : Type*} [DecidableEq M] [Ring A] (c cd : M → A) : Prop where
  annih : ∀ a b, c a * c b + c b * c a = 0
  create : ∀ a b, cd a * cd b + cd b * cd a = 0
  mixed : ∀ a b, c a * cd b + cd b * c a = if a = b then 1 else 0
```

`c a` is the annihilator $c_a$ and `cd a` the creator $c_a^\dagger$ of mode $a$, both elements of a ring `A`. `CAR c cd` states

$$\{c_a,c_b\}=0,\quad \{c_a^\dagger,c_b^\dagger\}=0,\quad \{c_a,c_b^\dagger\}=\delta_{ab}.$$

Nothing else about the operators is assumed, not even that `cd a` is the adjoint of `c a`.

```lean
/-- The occupation number of a mode. -/
def num {M A : Type*} [Ring A] (c cd : M → A) (a : M) : A := cd a * c a
```

This is $n_a=c_a^\dagger c_a$.

```lean
section Modes

variable {M A : Type*} [DecidableEq M] [Ring A] {c cd : M → A}

/-- The commutator of an occupation number with a transfer from mode `e` to mode `b`
counts the particle gained or lost by the observed mode. -/
theorem num_transfer (h : CAR c cd) (a b e : M) :
    num c cd a * (cd b * c e) - cd b * c e * num c cd a =
      ((if a = b then 1 else 0) - (if a = e then 1 else 0)) * (cd b * c e) := by
  -- write the commutator through anticommutators
  have key : num c cd a * (cd b * c e) - cd b * c e * num c cd a =
      cd a * (c a * cd b + cd b * c a) * c e - (cd a * cd b + cd b * cd a) * (c a * c e)
      + cd b * cd a * (c a * c e + c e * c a) - cd b * (c e * cd a + cd a * c e) * c a := by
    simp only [num]
    noncomm_ring
  rw [key, h.mixed a b, h.create a b, h.annih a e, h.mixed e a]
  rcases eq_or_ne a b with rfl | hb
  · rcases eq_or_ne a e with rfl | he
    · simp
    · simp [he, he.symm]
  · rcases eq_or_ne a e with rfl | he
    · simp [hb]
    · simp [hb, he, he.symm]
```

A theorem lists its hypotheses, then a colon, the statement, and the proof after `:=`. This one says $[n_a,c_b^\dagger c_e]=(\delta_{ab}-\delta_{ae})\,c_b^\dagger c_e$. By hand, add and subtract terms to form anticommutators:

$$[n_a,c_b^\dagger c_e]=c_a^\dagger\{c_a,c_b^\dagger\}c_e-\{c_a^\dagger,c_b^\dagger\}c_ac_e+c_b^\dagger c_a^\dagger\{c_a,c_e\}-c_b^\dagger\{c_e,c_a^\dagger\}c_a.$$

The middle terms vanish; the outer ones give the deltas. `key` is this identity, checked by `noncomm_ring`, which expands products without reordering factors.

```lean
/-- Occupation numbers of any two modes commute. -/
theorem num_commute (h : CAR c cd) (a b : M) : Commute (num c cd a) (num c cd b) := by
  have k := num_transfer h a b b
  rw [sub_self, zero_mul] at k
  exact sub_eq_zero.mp k
```

Set $e=b$: the deltas cancel, so $[n_a,n_b]=0$.

```lean
/-- Pauli principle: an occupation number is idempotent. -/
theorem num_idem [Algebra ℂ A] (h : CAR c cd) (a : M) :
    num c cd a * num c cd a = num c cd a := by
  have sq : c a * c a = 0 := by
    calc c a * c a = (1 / 2 : ℂ) • (c a * c a + c a * c a) := by module
      _ = 0 := by rw [h.annih, smul_zero]
  have mx : c a * cd a + cd a * c a = 1 := by rw [h.mixed, if_pos rfl]
  simp only [num]
  linear_combination (norm := noncomm_ring) cd a * mx * c a - cd a * cd a * sq

end Modes
```

From $2c_a^2=0$ we get $c_a^2=0$, halving being allowed over $\mathbb C$. Then $n_a^2=c_a^\dagger(1-c_a^\dagger c_a)c_a=n_a$. `linear_combination` proves an equation by combining known ones with the stated factors.

```lean
section Lattice

variable {L A : Type*} [Ring A] (c cd : L × Bool → A)

/-- The number of doubly occupied sites. -/
def doubleOcc [Fintype L] : A := ∑ x, num c cd (x, true) * num c cd (x, false)
```

A mode is now a pair (site, spin), with `true` for up and `false` for down, and $D=\sum_x n_{x\uparrow}n_{x\downarrow}$.

```lean
/-- The hop of a spin-`s` particle from site `j` to site `i`. -/
def hop (i j : L) (s : Bool) : A := cd (i, s) * c (j, s)
```

Write $T=c_{is}^\dagger c_{js}$. The sites may coincide, in which case $T$ is an occupation number.

```lean
/-- `T1`: the hop with opposite spin present at `i` and absent at `j`. -/
def hopUp (i j : L) (s : Bool) : A :=
  num c cd (i, !s) * hop c cd i j s * (1 - num c cd (j, !s))
```

With `!s` the opposite spin $\bar s$, put $P=n_{i\bar s}$ and $Q=n_{j\bar s}$. Then $T_1=PT(1-Q)$.

```lean
/-- `Tm`: the hop with opposite spin absent at `i` and present at `j`. -/
def hopDown (i j : L) (s : Bool) : A :=
  (1 - num c cd (i, !s)) * hop c cd i j s * num c cd (j, !s)
```

$T_m=(1-P)TQ$.

```lean
/-- `T0`: the hop with opposite spin present at both sites or absent at both. -/
def hopZero (i j : L) (s : Bool) : A :=
  num c cd (i, !s) * hop c cd i j s * num c cd (j, !s) +
    (1 - num c cd (i, !s)) * hop c cd i j s * (1 - num c cd (j, !s))
```

$T_0=PTQ+(1-P)T(1-Q)$.

```lean
/-- The sum of hopping terms `f` over all pairs of sites and both spins, with amplitudes `t`. -/
def kinetic [Fintype L] [Algebra ℂ A] (t : L → L → ℂ) (f : L → L → Bool → A) : A :=
  ∑ i, ∑ j, ∑ s, t i j • f i j s
```

This is $\sum_{ijs}t_{ij}f_{ijs}$, with complex $t_{ij}$ shared by both spins. Any conventional minus sign sits inside $t_{ij}$.

```lean
variable {c cd} [DecidableEq L]

/-- A hop commutes with every occupation number of the opposite spin. -/
theorem num_opposite_commute (h : CAR c cd) (x i j : L) (s : Bool) :
    Commute (num c cd (x, !s)) (hop c cd i j s) := by
  have k := num_transfer h (x, !s) (i, s) (j, s)
  have hi : (x, !s) ≠ (i, s) := by cases s <;> simp
  have hj : (x, !s) ≠ (j, s) := by cases s <;> simp
  rw [if_neg hi, if_neg hj, sub_self, zero_mul] at k
  exact sub_eq_zero.mp k
```

The observed mode has the other spin, so both deltas in `num_transfer` vanish: $[n_{x\bar s},T]=0$.

```lean
variable [Fintype L]

/-- The commutator of the double occupancy with a hop is the hop times the difference of the
opposite-spin occupations at its two ends. -/
theorem doubleOcc_hop (h : CAR c cd) (i j : L) (s : Bool) :
    doubleOcc c cd * hop c cd i j s - hop c cd i j s * doubleOcc c cd =
      (num c cd (i, !s) - num c cd (j, !s)) * hop c cd i j s := by
  -- contribution of a single site
  have site : ∀ x : L, num c cd (x, true) * num c cd (x, false) * hop c cd i j s
      - hop c cd i j s * (num c cd (x, true) * num c cd (x, false)) =
      num c cd (x, !s) *
        (((if x = i then 1 else 0) - (if x = j then 1 else 0)) * hop c cd i j s) := by
    intro x
    have hp : num c cd (x, true) * num c cd (x, false) =
        num c cd (x, !s) * num c cd (x, s) := by
      cases s
      · rfl
      · exact num_commute h _ _
    have ha : num c cd (x, s) * hop c cd i j s - hop c cd i j s * num c cd (x, s) =
        ((if x = i then 1 else 0) - (if x = j then 1 else 0)) * hop c cd i j s := by
      unfold hop
      rw [num_transfer h]
      simp only [Prod.mk.injEq, and_true]
    have hb := (num_opposite_commute h x i j s).eq
    rw [hp, ← ha]
    linear_combination (norm := noncomm_ring) hb * num c cd (x, s)
  unfold doubleOcc
  rw [Finset.sum_mul, Finset.mul_sum, ← Finset.sum_sub_distrib,
    Finset.sum_congr rfl (fun x _ => site x)]
  simp [sub_mul, mul_sub, Finset.sum_sub_distrib]
```

For one site, `site` gives

$$[n_{x\bar s}n_{xs},T]=n_{x\bar s}[n_{xs},T]=n_{x\bar s}(\delta_{xi}-\delta_{xj})T.$$

Summing over $x$ yields $[D,T]=(P-Q)T$.

```lean
variable [Algebra ℂ A]

/-- A hop is the sum of `T0`, `T1` and `Tm`, which change the double occupancy
by 0, +1 and -1. -/
theorem hop_split (h : CAR c cd) (i j : L) (s : Bool) :
    hop c cd i j s = hopZero c cd i j s + hopUp c cd i j s + hopDown c cd i j s ∧
    doubleOcc c cd * hopUp c cd i j s - hopUp c cd i j s * doubleOcc c cd
      = hopUp c cd i j s ∧
    doubleOcc c cd * hopDown c cd i j s - hopDown c cd i j s * doubleOcc c cd
      = -hopDown c cd i j s ∧
    doubleOcc c cd * hopZero c cd i j s - hopZero c cd i j s * doubleOcc c cd = 0 := by
  have hD : ∀ a, Commute (doubleOcc c cd) (num c cd a) := fun a =>
    Commute.sum_left _ _ _ fun x _ => (num_commute h _ a).mul_left (num_commute h _ a)
  have key := doubleOcc_hop h i j s
  rw [sub_mul, (num_opposite_commute h j i j s).eq] at key
  have hP := num_idem h (i, !s)
  have hQ := num_idem h (j, !s)
  have dP := hD (i, !s)
  have dQ := hD (j, !s)
  simp only [hopZero, hopUp, hopDown]
  generalize num c cd (i, !s) = P at *
  generalize num c cd (j, !s) = Q at *
  generalize hop c cd i j s = T at *
  generalize doubleOcc c cd = D at *
  have dP' : Commute D (1 - P) := (Commute.one_right D).sub_right dP
  have dQ' : Commute D (1 - Q) := (Commute.one_right D).sub_right dQ
  -- spectator projectors pass through the commutator with D
  have sw : ∀ X Y : A, Commute D X → Commute D Y →
      D * (X * T * Y) - X * T * Y * D = X * (P * T - T * Q) * Y := by
    intro X Y hX hY
    rw [← key]
    linear_combination (norm := noncomm_ring) hX.eq * (T * Y) + X * T * hY.eq
  refine ⟨by noncomm_ring, ?_, ?_, ?_⟩
  · rw [sw _ _ dP dQ']
    linear_combination (norm := noncomm_ring) hP * (T * (1 - Q)) + P * T * hQ
  · rw [sw _ _ dP' dQ]
    linear_combination (norm := noncomm_ring) -(hP * (T * Q)) - (1 - P) * T * hQ
  · linear_combination (norm := noncomm_ring) sw _ _ dP dQ + sw _ _ dP' dQ' + hP * (T * Q)
      - P * T * hQ - hP * (T * (1 - Q)) + (1 - P) * T * hQ
```

The four statements, joined by `∧`, are $T=T_0+T_1+T_m$, $[D,T_1]=T_1$, $[D,T_m]=-T_m$ and $[D,T_0]=0$.

The first follows by expanding the products. For the others, $Q$ commutes with $T$, so $[D,T]=PT-TQ$. If $X$ and $Y$ commute with $D$, then `sw` gives $[D,XTY]=X(PT-TQ)Y$. Using $P^2=P$ and $Q^2=Q$:

$$\begin{aligned}
[D,T_1]&=P^2T(1-Q)-PTQ(1-Q)=T_1,\\
[D,T_m]&=(1-P)PTQ-(1-P)TQ^2=-T_m,\\
[D,PTQ]&=PTQ-PTQ=0,\\
[D,(1-P)T(1-Q)]&=0.
\end{aligned}$$

For a numerical instance, take two sites, $t_{12}=t_{21}=-1$ and $U=8$, and hop the up particle from site 2 to site 1. Dividing the amplitude by the change in interaction energy, where that is not zero, gives the coefficient of the hop in an $S$ that does remove $T_1$ and $T_m$ to first order.

- With the down particle on site 1, $D$ goes from 0 to 1. The amplitude $-1$ multiplies $T_1$ and is divided by $+8$, giving $-1/8$.
- With the down particle on site 2, $D$ goes from 1 to 0. The amplitude multiplies $T_m$ and is divided by $-8$, giving $+1/8$.
- With no down particle, $D$ stays 0, and the amplitude multiplies $T_0$, which is left out of $S$.

```lean
/-- The kinetic operator with arbitrary amplitudes splits into parts that change the double
occupancy by 0, +1 and -1. -/
theorem kinetic_split (h : CAR c cd) (t : L → L → ℂ) :
    kinetic t (hop c cd) =
      kinetic t (hopZero c cd) + kinetic t (hopUp c cd) + kinetic t (hopDown c cd) ∧
    doubleOcc c cd * kinetic t (hopUp c cd) - kinetic t (hopUp c cd) * doubleOcc c cd
      = kinetic t (hopUp c cd) ∧
    doubleOcc c cd * kinetic t (hopDown c cd) - kinetic t (hopDown c cd) * doubleOcc c cd
      = -kinetic t (hopDown c cd) ∧
    doubleOcc c cd * kinetic t (hopZero c cd) - kinetic t (hopZero c cd) * doubleOcc c cd
      = 0 := by
  -- the commutator acts term by term
  have lin : ∀ f : L → L → Bool → A,
      doubleOcc c cd * kinetic t f - kinetic t f * doubleOcc c cd =
      kinetic t (fun i j s => doubleOcc c cd * f i j s - f i j s * doubleOcc c cd) := by
    intro f
    simp only [kinetic, Finset.mul_sum, Finset.sum_mul, mul_smul_comm, smul_mul_assoc,
      smul_sub, Finset.sum_sub_distrib]
  have e0 := fun i j s => (hop_split h i j s).1
  have e1 := fun i j s => (hop_split h i j s).2.1
  have e2 := fun i j s => (hop_split h i j s).2.2.1
  have e3 := fun i j s => (hop_split h i j s).2.2.2
  refine ⟨?_, ?_, ?_, ?_⟩
  · simp only [kinetic, e0, smul_add, Finset.sum_add_distrib]
  · rw [lin]
    simp only [e1]
  · rw [lin]
    simp only [e2, kinetic, smul_neg, Finset.sum_neg_distrib]
  · rw [lin]
    simp only [e3, kinetic, smul_zero, Finset.sum_const_zero]

end Lattice
```

The commutator is linear (`lin`), so the same four relations hold for the whole kinetic operator $K=K_0+K_1+K_m$.

```lean
/-- Two splittings of one operator into parts that change `D` by 0, +1 and -1 coincide. -/
theorem split_unique {A : Type*} [Ring A] [Algebra ℂ A] {D X0 X1 Xm Y0 Y1 Ym : A}
    (e : X0 + X1 + Xm = Y0 + Y1 + Ym)
    (x0 : D * X0 - X0 * D = 0) (x1 : D * X1 - X1 * D = X1) (xm : D * Xm - Xm * D = -Xm)
    (y0 : D * Y0 - Y0 * D = 0) (y1 : D * Y1 - Y1 * D = Y1) (ym : D * Ym - Ym * D = -Ym) :
    X0 = Y0 ∧ X1 = Y1 ∧ Xm = Ym := by
  -- commute with D once, then twice
  have h1 : X1 - Xm = Y1 - Ym := by
    linear_combination (norm := noncomm_ring) D * e - e * D - x0 - x1 - xm + y0 + y1 + ym
  have h2 : X1 + Xm = Y1 + Ym := by
    linear_combination (norm := noncomm_ring) D * h1 - h1 * D - x1 + xm + y1 - ym
  refine ⟨?_, ?_, ?_⟩
  · linear_combination (norm := module) e - h2
  · linear_combination (norm := module) (1 / 2 : ℂ) • h1 + (1 / 2 : ℂ) • h2
  · linear_combination (norm := module) (1 / 2 : ℂ) • h2 - (1 / 2 : ℂ) • h1
```

Let $X_0+X_1+X_m=Y_0+Y_1+Y_m$, both sides obeying the three relations. Commuting with $D$ once gives $X_1-X_m=Y_1-Y_m$; a second time, $X_1+X_m=Y_1+Y_m$. Half the sum and half the difference fix $X_1$ and $X_m$, and subtraction fixes $X_0$.

An exact-diagonalisation code can thus skip the projectors. In the occupation basis, it reads off $d=D_{\text{final}}-D_{\text{initial}}$ for each element of $K$ and multiplies that element by $d/U$. This builds $S=(K_1-K_m)/U$, for which $[UD,S]=K_1+K_m$; in $e^S(K+UD)e^{-S}$ the terms of first order in the hopping that change $D$ then cancel.

```lean
/-- Creation on Fock space (the exterior algebra over the modes): wedge with mode `a`. -/
def fockCreate {M : Type*} [DecidableEq M] (a : M) :
    Module.End ℂ (ExteriorAlgebra ℂ (M → ℂ)) :=
  LinearMap.mulLeft ℂ (ExteriorAlgebra.ι ℂ (Pi.single a 1))
```

Creation is the wedge product with the basis vector of mode $a$. For finitely many modes, the exterior algebra is the usual fermionic Fock space.

```lean
/-- Annihilation on Fock space: contraction with mode `a`. -/
def fockAnnih {M : Type*} (a : M) : Module.End ℂ (ExteriorAlgebra ℂ (M → ℂ)) :=
  CliffordAlgebra.contractLeft (Q := (0 : QuadraticForm ℂ (M → ℂ)))
    (LinearMap.proj a : (M → ℂ) →ₗ[ℂ] ℂ)
```

Annihilation is contraction $\iota_a$ with mode $a$.

```lean
/-- The Fock-space operators obey the canonical anticommutation relations, in an algebra
that is not zero. -/
theorem CAR_witness (M : Type*) [DecidableEq M] :
    CAR (fockAnnih (M := M)) fockCreate ∧
      Nontrivial (Module.End ℂ (ExteriorAlgebra ℂ (M → ℂ))) := by
  refine ⟨⟨fun a b => LinearMap.ext fun x => ?_, fun a b => LinearMap.ext fun x => ?_,
    fun a b => LinearMap.ext fun x => ?_⟩, inferInstance⟩
  · change fockAnnih a (fockAnnih b x) + fockAnnih b (fockAnnih a x) = 0
    apply eq_neg_iff_add_eq_zero.mp
    apply CliffordAlgebra.contractLeft_comm
  · change ExteriorAlgebra.ι ℂ (Pi.single a 1) * (ExteriorAlgebra.ι ℂ (Pi.single b 1) * x) +
      ExteriorAlgebra.ι ℂ (Pi.single b 1) * (ExteriorAlgebra.ι ℂ (Pi.single a 1) * x) = 0
    rw [← mul_assoc, ← mul_assoc, ← add_mul, ExteriorAlgebra.ι_add_mul_swap, zero_mul]
  · have key : fockAnnih a (fockCreate b x) =
        (Pi.single b 1 : M → ℂ) a • x - fockCreate b (fockAnnih a x) :=
      CliffordAlgebra.contractLeft_ι_mul (Q := (0 : QuadraticForm ℂ (M → ℂ)))
        (LinearMap.proj a : (M → ℂ) →ₗ[ℂ] ℂ) (Pi.single b 1) x
    change fockAnnih a (fockCreate b x) + fockCreate b (fockAnnih a x) = _
    rw [key, sub_add_cancel]
    by_cases hab : a = b
    · simp [hab]
    · simp [hab]

end

end HubbardHopSplitting
```

Contractions anticommute, as do wedges with vectors, and $\iota_a(e_b\wedge x)=\delta_{ab}x-e_b\wedge\iota_a x$ supplies the mixed relation. The assumed `CAR` is thus realised by actual operators in a nonzero algebra.

```lean
#print axioms HubbardHopSplitting.kinetic_split
#print axioms HubbardHopSplitting.split_unique
```

```
'HubbardHopSplitting.kinetic_split' depends on axioms: [propext, Classical.choice, Quot.sound]
'HubbardHopSplitting.split_unique' depends on axioms: [propext, Classical.choice, Quot.sound]
```
